# A rank-one contact repulsion, summed over the ladder, stays below the largest pair energy

## Pair levels, contact repulsion and propagator

Let $k$ run over a finite set of two-particle levels. The number $e_k$ is the energy of pair level $k$, measured from the energy at which the two particles scatter. Throughout, $0<e_k\le W$, so the scattering energy lies below every pair level. If the levels form a band and the scattering energy lies just below it, $W$ can be taken slightly larger than the width of that band.

The particles repel only when they are in one particular pair state, with complex amplitudes $\varphi_k$ and $\sum_k|\varphi_k|^2=1$. Write $P=\varphi\varphi^*$ for the matrix with entries $P_{ij}=\varphi_i\overline{\varphi_j}$, and set

$$V=U\,P,\qquad G=\mathrm{diag}(1/e_k),\qquad g=\langle\varphi,G\varphi\rangle=\sum_k\frac{|\varphi_k|^2}{e_k}.$$

Here $U>0$ is the bare repulsion, an energy, and $g$ is an inverse energy. For a Hubbard repulsion on $N$ sites and pairs of zero total momentum, $\varphi_k=1/\sqrt N$ and every entry of $V$ is $U/N$.

The scattering matrix $T$ obeys the ladder equation

$$T=V-V\,G\,T.$$

The minus sign belongs to the convention $G>0$: the usual resolvent at the scattering energy has entries $-1/e_k$.

## The interaction that enters a Stoner estimate

Stoner's criterion compares the product of an interaction and a density of states with one. With a large bare $U$ it predicts ferromagnetism too readily, because two particles can avoid each other by scattering into other pair levels. Repeated scattering replaces $U$ by

$$U_{\rm eff}=\frac{U}{1+Ug}.$$

In this finite model with a single interacting pair state, $U_{\rm eff}$ remains below $W$ however strong the bare repulsion is, which limits the interaction that a Stoner estimate based on $U_{\rm eff}$ can use. The criterion itself and magnetic order play no part in the theorems.

## What `screened_interaction` says

The main theorem takes an energy function `e : n → ℝ`, amplitudes `φ : n → ℂ` and a real number `W`. Its two hypotheses are `he`, that each pair energy is positive and at most $W$, and `hφ`, that $\varphi$ is normalised. It has four conclusions:

1. For every $U>0$ and every complex matrix $T$, the ladder equation holds if and only if $T=U_{\rm eff}P$. The solution therefore exists and is unique among all matrices, with no symmetry or rank assumed in advance.
2. $U_{\rm eff}$ is strictly increasing in $U$ on $U>0$.
3. $U_{\rm eff}\to1/g$ as $U\to\infty$.
4. $U_{\rm eff}<\min(U,W)$ for every $U>0$.

In the code, `pairProj φ` is $P$, `contact U φ` is $V$, `propagator e` is $G$, `pairSum e φ` is $g$ and `Ueff` is the scalar formula. The code calls $U_{\rm eff}$ the screened interaction; the reduction comes from the two particles avoiding each other, not from dielectric screening by other electrons. The sum `pairSum` is real by definition, and `expectation_propagator` identifies it with the complex expectation value $\langle\varphi,G\varphi\rangle$.

The model has finitely many levels and a fixed real propagator. Decay into a continuum, the dependence of $T$ on the scattering energy and the blocking of levels by other electrons are all left out. If blocking removes levels on which $\varphi$ has weight, the remaining amplitudes satisfy $\sum_k|\varphi_k|^2<1$, and the bound by $W$ is no longer guaranteed.

## Solving the ladder equation

The rank-one form of $V$ makes everything between two contacts collapse to a number:

$$(PGP)_{ij}=\sum_k\varphi_i\overline{\varphi_k}\,\frac1{e_k}\,\varphi_k\overline{\varphi_j}=g\,P_{ij}.$$

Suppose $T$ solves $T=UP-U\,PGT$. Multiplying from the left by $PG$ and using $PGP=gP$ twice gives

$$PGT=Ug\,P-Ug\,PGT,\qquad\text{so}\qquad(1+Ug)\,PGT=Ug\,P.$$

Now multiply the ladder equation by $1+Ug$ and insert this result:

$$(1+Ug)T=U(1+Ug)P-U\cdot Ug\,P=U\,P.$$

If $1+Ug\neq0$, division yields $T=U_{\rm eff}P$. Conversely, for this $T$,

$$V-VGT=(U-Ug\,U_{\rm eff})P=U_{\rm eff}P=T,$$

because $U_{\rm eff}(1+Ug)=U$.

The condition $1+Ug\ne0$ is automatic for a repulsion with positive pair energies. For an attraction, $1+Ug=0$ marks a bound pair at the scattering energy.

## Growth, limit and upper bounds

Normalisation requires at least one level, and for that level $0<e_k\le W$, so $W>0$. Since $1/e_k\ge1/W$ for all $k$,

$$g\ge\sum_k\frac{|\varphi_k|^2}{W}=\frac1W>0.$$

For $0<x<y$,

$$\frac{y}{1+yg}-\frac{x}{1+xg}=\frac{y-x}{(1+xg)(1+yg)}>0,$$

which is the strict growth. Writing $U_{\rm eff}=1/(U^{-1}+g)$ shows the limit $1/g$.

For the bounds, $1+Ug>1$ gives $U_{\rm eff}<U$. Also $Ug<1+Ug$ gives $U_{\rm eff}<1/g$, and $1/g\le W$ by the estimate above. Together these give $U_{\rm eff}<\min(U,W)$.

When all pair energies equal $W$, normalisation gives $g=1/W$ and

$$U_{\rm eff}=\frac{U}{1+U/W}=\frac{UW}{U+W}\longrightarrow W\qquad(U\to\infty).$$

Hence no constant smaller than $W$ would serve as a bound for all the allowed energies and all $U>0$.

## Adding one rung at a time

Start from $T_0=0$ and iterate $T_{m+1}=V-VGT_m$. Then $T_m$ is the sum of the first $m$ terms of the Born series $V-VGV+\cdots$. If $T_m=a_mP$, the identity $PGP=gP$ gives $a_{m+1}=U-Ug\,a_m$ with $a_0=0$. The solution is

$$a_m=U_{\rm eff}\bigl(1-(-Ug)^m\bigr).$$

It is correct at $m=0$. If it holds at $m$, then

$$a_{m+1}=U-Ug\,U_{\rm eff}+Ug\,U_{\rm eff}(-Ug)^m=U_{\rm eff}\bigl(1-(-Ug)^{m+1}\bigr),$$

again by $U_{\rm eff}(1+Ug)=U$. The file proves this closed form but no convergence statement; one reads from it that for $U>0$ the iteration settles when $Ug<1$ and fails to settle when $Ug\ge1$, although the ladder equation has its solution in both cases.

## Two levels with a strong repulsion

Take $e=(1,3)$ in some energy unit, $W=3$, $\varphi=(1,1)/\sqrt2$ and $U=6$. Then

$$g=\frac12\cdot1+\frac12\cdot\frac13=\frac23,\qquad Ug=4,\qquad U_{\rm eff}=\frac65=1.2.$$

This is far below $U=6$, and it also lies below $1/g=1.5$ and $W=3$. Every entry of $P$ is $1/2$, so every entry of $V$ is $3$ and every entry of $T$ is $0.6$. Each entry of $VGT$ is $3\,(1+\tfrac13)\,0.6=2.4$, and $3-2.4=0.6$ confirms the ladder equation.

The iteration from zero gives the amplitudes $a_0=0$, $a_1=6$, $a_2=6-4\cdot6=-18$, in agreement with $1.2\,(1-(-4)^m)$. It moves away from $1.2$ in growing oscillations.

## The Lean file

```lean
import Mathlib

open Matrix Filter Topology

namespace StonerLadder

noncomputable section

variable {n : Type*}

/-- The rank-one matrix `φ φ*` of the pair state `φ`. -/
def pairProj (φ : n → ℂ) : Matrix n n ℂ := vecMulVec φ (star φ)

/-- The bare contact interaction `V = U φ φ*`. -/
def contact (U : ℝ) (φ : n → ℂ) : Matrix n n ℂ := U • pairProj φ

/-- The screened interaction `U / (1 + U g)`, for `1 + U g ≠ 0`. -/
def Ueff (U g : ℝ) : ℝ := U / (1 + U * g)

/-- The screened interaction grows strictly with the bare repulsion when `g > 0`. -/
theorem Ueff_strictMonoOn {g : ℝ} (hg : 0 < g) :
    StrictMonoOn (fun U => Ueff U g) (Set.Ioi 0) := by
  intro x hx y hy hxy
  have hx0 : 0 < x := hx
  have hy0 : 0 < y := hy
  have h1 : 0 < 1 + x * g := by positivity
  have h2 : 0 < 1 + y * g := by positivity
  show x / (1 + x * g) < y / (1 + y * g)
  rw [div_lt_iff₀ h1, div_mul_eq_mul_div, lt_div_iff₀ h2]
  nlinarith

/-- For infinitely strong bare repulsion the screened interaction tends to `1 / g`. -/
theorem Ueff_tendsto {g : ℝ} (hg : 0 < g) :
    Tendsto (fun U => Ueff U g) atTop (𝓝 (1 / g)) := by
  have h : Tendsto (fun U : ℝ => (U⁻¹ + g)⁻¹) atTop (𝓝 (0 + g)⁻¹) :=
    (tendsto_inv_atTop_zero.add_const g).inv₀ (by simpa using hg.ne')
  rw [zero_add] at h
  rw [one_div]
  refine h.congr' ?_
  filter_upwards [eventually_gt_atTop (0 : ℝ)] with U hU
  have h1 : U⁻¹ + g = (1 + U * g) / U := by
    rw [add_div, mul_div_cancel_left₀ g hU.ne', one_div]
  rw [h1, inv_div, Ueff]

variable [Fintype n]

/-- The number `g = ∑ |φ_k|² / e_k`, for nonzero pair energies `e_k`. -/
def pairSum (e : n → ℝ) (φ : n → ℂ) : ℝ := ∑ k, ‖φ k‖ ^ 2 / e k

/-- If the pair energies lie in `(0, W]` and `φ` is normalised, then `W > 0` and `g ≥ 1 / W`. -/
theorem pairSum_bound {e : n → ℝ} {φ : n → ℂ} {W : ℝ}
    (he : ∀ k, 0 < e k ∧ e k ≤ W) (hφ : ∑ k, ‖φ k‖ ^ 2 = 1) :
    0 < W ∧ 1 / W ≤ pairSum e φ := by
  constructor
  · -- a normalised state needs at least one pair level
    have hn : Nonempty n := by
      by_contra h
      rw [not_nonempty_iff] at h
      simp at hφ
    obtain ⟨k⟩ := hn
    exact (he k).1.trans_le (he k).2
  · calc 1 / W = ∑ k, ‖φ k‖ ^ 2 / W := by rw [← Finset.sum_div, hφ]
      _ ≤ pairSum e φ := Finset.sum_le_sum fun k _ =>
          div_le_div_of_nonneg_left (sq_nonneg _) (he k).1 (he k).2

/-- If all pair energies equal `W > 0` and `φ` is normalised, the screened interaction is `U W / (U
+ W)` for each `U > 0`, and it tends to `W` for infinitely strong bare repulsion. -/
theorem degenerate_levels {φ : n → ℂ} {W : ℝ} (hW : 0 < W) (hφ : ∑ k, ‖φ k‖ ^ 2 = 1) :
    (∀ U > 0, Ueff U (pairSum (fun _ => W) φ) = U * W / (U + W)) ∧
      Tendsto (fun U => Ueff U (pairSum (fun _ => W) φ)) atTop (𝓝 W) := by
  have hg : pairSum (fun _ => W) φ = 1 / W := by
    simp only [pairSum]
    rw [← Finset.sum_div, hφ]
  rw [hg]
  constructor
  · intro U _
    have h1 : 1 + U * (1 / W) = (U + W) / W := by
      rw [add_div, div_self hW.ne']
      ring
    rw [Ueff, h1, div_div_eq_mul_div]
  · have h := Ueff_tendsto (one_div_pos.mpr hW)
    rwa [one_div_one_div] at h

variable [DecidableEq n]

/-- The diagonal pair propagator `G` with entries `1 / e_k`, for nonzero `e_k`. -/
def propagator (e : n → ℝ) : Matrix n n ℂ := diagonal fun k => ((1 / e k : ℝ) : ℂ)

/-- The number `g` equals `⟨φ, G φ⟩`, with `G` the pair propagator. -/
theorem expectation_propagator (e : n → ℝ) (φ : n → ℂ) :
    star φ ⬝ᵥ (propagator e *ᵥ φ) = (pairSum e φ : ℂ) := by
  simp only [dotProduct, propagator, mulVec_diagonal, pairSum, Complex.ofReal_sum,
    Pi.star_apply, RCLike.star_def]
  refine Finset.sum_congr rfl fun k _ => ?_
  have h : starRingEnd ℂ (φ k) * φ k = ((‖φ k‖ ^ 2 : ℝ) : ℂ) := by
    rw [mul_comm, Complex.mul_conj, Complex.normSq_eq_norm_sq]
  push_cast at h ⊢
  linear_combination (1 / (e k : ℂ)) * h

/-- Propagation between two contacts gives the number `g`: `φφ* G φφ* = g φφ*`. -/
theorem proj_propagator_proj (e : n → ℝ) (φ : n → ℂ) :
    pairProj φ * propagator e * pairProj φ = pairSum e φ • pairProj φ := by
  ext i j
  rw [Matrix.mul_apply]
  simp only [pairProj, propagator, mul_diagonal, vecMulVec_apply, Matrix.smul_apply,
    Pi.star_apply, RCLike.star_def, Complex.real_smul, pairSum, Complex.ofReal_sum,
    Finset.sum_mul]
  refine Finset.sum_congr rfl fun k _ => ?_
  have h : starRingEnd ℂ (φ k) * φ k = ((‖φ k‖ ^ 2 : ℝ) : ℂ) := by
    rw [mul_comm, Complex.mul_conj, Complex.normSq_eq_norm_sq]
  push_cast at h ⊢
  linear_combination (φ i * starRingEnd ℂ (φ j) / (e k : ℂ)) * h

/-- Multiplying `c φφ*` from the left by `V G` multiplies its amplitude `c` by `U g`. -/
theorem rung (U c : ℝ) (e : n → ℝ) (φ : n → ℂ) :
    contact U φ * propagator e * (c • pairProj φ) = (U * pairSum e φ * c) • pairProj φ := by
  rw [contact, Matrix.smul_mul, Matrix.smul_mul, Matrix.mul_smul, proj_propagator_proj]
  module

/-- If `1 + U g ≠ 0`, the ladder equation `T = V - V G T` holds exactly for
`T = U_eff φφ*`. -/
theorem ladder_iff {U : ℝ} {e : n → ℝ} {φ : n → ℂ} (h : 1 + U * pairSum e φ ≠ 0)
    (T : Matrix n n ℂ) :
    T = contact U φ - contact U φ * propagator e * T ↔
      T = Ueff U (pairSum e φ) • pairProj φ := by
  constructor
  · intro hT
    rw [contact, Matrix.smul_mul, Matrix.smul_mul] at hT
    have h3 : pairProj φ * propagator e * (pairProj φ * propagator e * T)
        = pairSum e φ • (pairProj φ * propagator e * T) := by
      rw [← Matrix.mul_assoc, ← Matrix.mul_assoc, proj_propagator_proj,
        Matrix.smul_mul, Matrix.smul_mul]
    -- project the equation with `φφ* G` to close it
    have h2 := congrArg (fun M => pairProj φ * propagator e * M) hT
    simp only [Matrix.mul_sub, Matrix.mul_smul, h3, proj_propagator_proj] at h2
    have h4 : (1 + U * pairSum e φ) • T = U • pairProj φ := by
      linear_combination (norm := module) (1 + U * pairSum e φ) • hT - U • h2
    calc T = (1 + U * pairSum e φ)⁻¹ • ((1 + U * pairSum e φ) • T) :=
          (inv_smul_smul₀ h T).symm
      _ = Ueff U (pairSum e φ) • pairProj φ := by
          rw [h4, smul_smul, Ueff, div_eq_inv_mul]
  · rintro rfl
    have h1 : Ueff U (pairSum e φ) * (1 + U * pairSum e φ) = U := div_mul_cancel₀ _ h
    rw [rung, contact, ← sub_smul]
    congr 1
    linear_combination h1

/-- The ladder iterated `m` times from zero: `T₀ = 0`, `T_(m+1) = V - V G T_m`. -/
def ladderIter (U : ℝ) (e : n → ℝ) (φ : n → ℂ) : ℕ → Matrix n n ℂ
  | 0 => 0
  | m + 1 => contact U φ - contact U φ * propagator e * ladderIter U e φ m

/-- If `1 + U g ≠ 0`, the `m`-th iterate of the ladder is `U_eff (1 - (-U g)^m) φφ*`. -/
theorem ladderIter_eq {U : ℝ} {e : n → ℝ} {φ : n → ℂ} (h : 1 + U * pairSum e φ ≠ 0)
    (m : ℕ) : ladderIter U e φ m =
      (Ueff U (pairSum e φ) * (1 - (-(U * pairSum e φ)) ^ m)) • pairProj φ := by
  have h1 : Ueff U (pairSum e φ) * (1 + U * pairSum e φ) = U := div_mul_cancel₀ _ h
  induction m with
  | zero => simp [ladderIter]
  | succ m ih =>
    rw [ladderIter, ih, rung, contact, ← sub_smul]
    congr 1
    rw [pow_succ]
    linear_combination -h1

/-- For pair energies in `(0, W]` and a normalised `φ`, the ladder equation has the unique
solution `U_eff φφ*` for each `U > 0`; `U_eff` increases strictly with `U`, tends to `1 / g`,
and stays below both `U` and `W`. -/
theorem screened_interaction {e : n → ℝ} {φ : n → ℂ} {W : ℝ}
    (he : ∀ k, 0 < e k ∧ e k ≤ W) (hφ : ∑ k, ‖φ k‖ ^ 2 = 1) :
    (∀ U > 0, ∀ T : Matrix n n ℂ,
      T = contact U φ - contact U φ * propagator e * T ↔
        T = Ueff U (pairSum e φ) • pairProj φ) ∧
    StrictMonoOn (fun U => Ueff U (pairSum e φ)) (Set.Ioi 0) ∧
    Tendsto (fun U => Ueff U (pairSum e φ)) atTop (𝓝 (1 / pairSum e φ)) ∧
    ∀ U > 0, Ueff U (pairSum e φ) < min U W := by
  obtain ⟨hW, hgW⟩ := pairSum_bound he hφ
  have hg : 0 < pairSum e φ := (one_div_pos.mpr hW).trans_le hgW
  have hd : ∀ U > 0, 0 < 1 + U * pairSum e φ := fun U hU => by
    have := mul_pos hU hg
    linarith
  refine ⟨fun U hU T => ladder_iff (hd U hU).ne' T, Ueff_strictMonoOn hg,
    Ueff_tendsto hg, fun U hU => lt_min ?_ ?_⟩
  · rw [Ueff, div_lt_iff₀ (hd U hU)]
    nlinarith [mul_pos (mul_pos hU hU) hg]
  · -- the strong-coupling limit `1 / g` is itself at most `W`
    have h1 : Ueff U (pairSum e φ) < 1 / pairSum e φ := by
      rw [Ueff, div_lt_iff₀ (hd U hU), div_mul_eq_mul_div, lt_div_iff₀ hg]
      linarith
    exact h1.trans_le ((one_div_le hW hg).mp hgW)

end

end StonerLadder
```

```lean
#print axioms StonerLadder.degenerate_levels
-- 'StonerLadder.degenerate_levels' depends on axioms: [propext, Classical.choice, Quot.sound]
#print axioms StonerLadder.expectation_propagator
-- 'StonerLadder.expectation_propagator' depends on axioms: [propext, Classical.choice, Quot.sound]
#print axioms StonerLadder.ladderIter_eq
-- 'StonerLadder.ladderIter_eq' depends on axioms: [propext, Classical.choice, Quot.sound]
#print axioms StonerLadder.screened_interaction
-- 'StonerLadder.screened_interaction' depends on axioms: [propext, Classical.choice, Quot.sound]
```

## How the matrix part is proved

`proj_propagator_proj` is the identity $PGP=gP$. The proof compares entries $i,j$, reduces both sides to sums over $k$, and matches them term by term. The only fact needed in each term is $\overline{\varphi_k}\varphi_k=|\varphi_k|^2$, which `linear_combination` multiplies by $\varphi_i\overline{\varphi_j}/e_k$. The same fact, with the factor $1/e_k$, proves `expectation_propagator`. The lemma `rung` then evaluates $VG(cP)=(Ugc)P$ for a real amplitude $c$.

`ladder_iff` follows the derivation above in both directions. In the forward direction, `h3` reduces $PG(PGT)$ to $g\,PGT$, and `h2` is the ladder equation multiplied from the left by $PG$. The step `h4` is $(1+Ug)T=UP$. It is obtained as $1+Ug$ times the original equation minus $U$ times `h2`, a combination in which all terms containing $PGT$ cancel. The option `(norm := module)` lets `linear_combination` check this for matrices with scalar coefficients. Multiplication by $(1+Ug)^{-1}$ finishes the direction. The converse substitutes $T=U_{\rm eff}P$, applies `rung`, and compares the scalar amplitudes.

`ladderIter_eq` is an induction on $m$. The successor step uses `rung` to turn the matrix recursion into the one for $a_m$, and closes it with $U_{\rm eff}(1+Ug)=U$, named `h1`.

## How the scalar part is proved

`Ueff_strictMonoOn` clears the two positive denominators and leaves a polynomial inequality to `nlinarith`; after cancellation it is just $x<y$. `Ueff_tendsto` proves the limit for $(U^{-1}+g)^{-1}$ and then transfers it to `Ueff`, since the two functions agree for all $U>0$.

`pairSum_bound` supplies $W>0$ and $1/W\le g$. For the first part it shows that an empty set of levels would contradict normalisation; for the second it compares the sums term by term. `degenerate_levels` computes $g=1/W$ and applies `Ueff_tendsto` to that value.

The final theorem `screened_interaction` assembles these results. From `pairSum_bound` it derives $g>0$, and from this $1+Ug>0$ for every $U>0$, which is the condition that `ladder_iff` needs. The bound by the minimum is split by `lt_min`: the part $U_{\rm eff}<U$ reduces to $U^2g>0$, and the part $U_{\rm eff}<W$ passes through $1/g$, as in the derivation.
